# All phase solutions of a periodically driven overdamped Josephson junction share one mean voltage

The junction is driven by a current and shunted by a resistor; its capacitance and all noise are neglected. The difference φ of the superconducting phases across it is a real function on the time axis, and at every t ≥ 0 it must satisfy

φ′(t) = f(t) − sin φ(t).

Here f is the drive current in units of the critical current I_c. Time is in units of ħ/(2e I_c R), with R the shunt resistance, so φ′ is the voltage in units of I_c R. The mean voltage is the limit of φ(t)/t as t → ∞. The phase is not reduced modulo 2π, since the accumulated turns carry the voltage.

In `IsPhaseSolution f φ`, the derivative is taken within `Ici 0`, the half-line [0, ∞). It is therefore one-sided at t = 0 and ordinary afterwards, and values of φ at negative times play no part.

In Lean 4 with Mathlib:

```lean
import Mathlib

open Filter Topology Set

namespace JosephsonMeanVoltage

/-- The phase `φ` obeys the overdamped junction equation `φ' = f(t) - sin φ` for all `t ≥ 0`,
with drive current `f`. -/
def IsPhaseSolution (f φ : ℝ → ℝ) : Prop :=
  ∀ t, 0 ≤ t → HasDerivWithinAt φ (f t - Real.sin (φ t)) (Ici 0) t
```

## No capacitance: the phases keep their order

The equation is of first order because the junction's capacitance is neglected. The initial phase alone then fixes the motion, and one phase cannot overtake another.

Let φ and ψ be solutions with φ(0) ≤ ψ(0). Fix t ≥ 0 and ε > 0, and compare d = φ − ψ with the barrier

B(s) = ε exp(2(s − t)).

At the start d(0) ≤ 0 < B(0). Suppose d(s) = B(s) at some s. Then φ(s) > ψ(s), and since x + sin x is nondecreasing,

d′(s) = sin ψ(s) − sin φ(s) ≤ φ(s) − ψ(s) = B(s) < 2B(s) = B′(s).

The barrier rises faster than d wherever they meet, so d never crosses it. Hence d(t) ≤ B(t) = ε for every ε > 0, which gives φ(t) ≤ ψ(t).

In the proof, `mono` is the monotonicity of x + sin x, and `image_le_of_deriv_right_lt_deriv_boundary'` is the barrier argument. The drive cancels in d′, so nothing about f is needed yet.

With inertia, a common mean rate can fail. The undamped, undriven equation φ″ = −sin φ has the solution φ = 0, with mean rate zero, and also rotating solutions with nonzero mean rate.

```lean
/-- Two phases driven by the same current keep their initial order. -/
theorem phase_order_preserved {f φ ψ : ℝ → ℝ} (hφ : IsPhaseSolution f φ)
    (hψ : IsPhaseSolution f ψ) (h0 : φ 0 ≤ ψ 0) {t : ℝ} (ht : 0 ≤ t) : φ t ≤ ψ t := by
  have hd : ∀ x : ℝ, HasDerivAt (fun x : ℝ => x + Real.sin x) (1 + Real.cos x) x :=
    fun x => (hasDerivAt_id' x).fun_add (Real.hasDerivAt_sin x)
  have mono : Monotone (fun x : ℝ => x + Real.sin x) :=
    monotone_of_deriv_nonneg (fun x => (hd x).differentiableAt) (fun x => by
      rw [(hd x).deriv]
      linarith [Real.neg_one_le_cos x])
  refine le_of_forall_pos_le_add fun ε hε => ?_
  -- an exponentially growing barrier that the difference cannot cross
  have hB : ∀ s : ℝ, HasDerivAt (fun s : ℝ => ε * Real.exp (2 * (s - t)))
      (ε * (Real.exp (2 * (s - t)) * 2)) s := by
    intro s
    have h1 : HasDerivAt (fun s : ℝ => 2 * (s - t)) 2 s :=
      (((hasDerivAt_id' s).sub_const t).const_mul 2).congr_deriv (by norm_num)
    exact h1.exp.const_mul ε
  have hD : ∀ s, 0 ≤ s → HasDerivWithinAt (fun s => φ s - ψ s)
      ((f s - Real.sin (φ s)) - (f s - Real.sin (ψ s))) (Ici 0) s :=
    fun s hs => (hφ s hs).fun_sub (hψ s hs)
  have hstart : φ 0 - ψ 0 ≤ ε * Real.exp (2 * (0 - t)) := by
    have : 0 < ε * Real.exp (2 * (0 - t)) := by positivity
    linarith
  have key := image_le_of_deriv_right_lt_deriv_boundary'
    (fun s hs => (hD s hs.1).continuousWithinAt.mono (fun x hx => hx.1))
    (fun s hs => (hD s hs.1).mono (Ici_subset_Ici.2 hs.1))
    hstart
    (fun s _ => (hB s).continuousAt.continuousWithinAt)
    (fun s _ => (hB s).hasDerivWithinAt)
    (fun s _ heq => by
      have he : φ s - ψ s = ε * Real.exp (2 * (s - t)) := heq
      have hp : 0 < ε * Real.exp (2 * (s - t)) := by positivity
      have hm : ψ s + Real.sin (ψ s) ≤ φ s + Real.sin (φ s) :=
        mono (show ψ s ≤ φ s by linarith)
      linarith)
    (right_mem_Icc.2 ht)
  simp only [sub_self, mul_zero, Real.exp_zero, mul_one] at key
  linarith
```

## A supercurrent that repeats every 2π

The supercurrent sin φ is unchanged by a full turn of the phase, so φ + 2πm is a solution for every integer m. This confines any two solutions to each other's neighbourhood. Choose m as the integer part (floor) of (φ(0) − ψ(0))/(2π), so that

ψ(0) + 2πm ≤ φ(0) < ψ(0) + 2π(m + 1).

Order preservation carries these bounds to time t, with ≤ on both sides. Both φ(t) − ψ(t) and φ(0) − ψ(0) then lie in [2πm, 2π(m + 1)], and therefore

|(φ(t) − φ(0)) − (ψ(t) − ψ(0))| ≤ 2π.

`add_turns` supplies the shifted solutions, and `phase_gain_close` is this estimate. Between them stands `shift_periods`, the corresponding shift in time, which does need a periodic drive: if f(t + T) = f(t), then t ↦ φ(t + kT) is again a solution, by the chain rule.

Without the 2π symmetry, order alone is not enough. With the drive set to zero, replacing sin φ by its linearisation about π gives φ′ = φ − π, whose solutions φ = π and φ = π + eᵗ keep their order but do not share a mean rate.

```lean
/-- Adding a whole number of turns `2π` to a solution gives a solution. -/
theorem IsPhaseSolution.add_turns {f φ : ℝ → ℝ} (hφ : IsPhaseSolution f φ) (m : ℤ) :
    IsPhaseSolution f (fun t => φ t + m * (2 * Real.pi)) := by
  intro t ht
  refine ((hφ t ht).add_const (m * (2 * Real.pi))).congr_deriv ?_
  simp only [Real.sin_add_int_mul_two_pi]

/-- Under a periodic drive, a solution viewed from `k` periods later is again a solution. -/
theorem IsPhaseSolution.shift_periods {f φ : ℝ → ℝ} {T : ℝ} (hφ : IsPhaseSolution f φ)
    (hf : Function.Periodic f T) (hT : 0 < T) (k : ℕ) :
    IsPhaseSolution f (fun t => φ (t + k * T)) := by
  intro t ht
  have h1 := hφ (t + k * T) (by positivity)
  have h2 : HasDerivWithinAt (fun s : ℝ => s + k * T) 1 (Ici 0) t :=
    (hasDerivWithinAt_id t _).add_const _
  have hmap : MapsTo (fun s : ℝ => s + k * T) (Ici 0) (Ici 0) := by
    intro s hs
    have hs' : 0 ≤ s := hs
    show 0 ≤ s + k * T
    positivity
  have hper : f (t + k * T) = f t := hf.nat_mul k t
  refine (HasDerivWithinAt.comp t h1 h2 hmap).congr_deriv ?_
  simp only [hper, mul_one]

/-- The phases gained by two solutions under the same drive never differ by more than `2π`. -/
theorem phase_gain_close {f φ ψ : ℝ → ℝ} (hφ : IsPhaseSolution f φ)
    (hψ : IsPhaseSolution f ψ) {t : ℝ} (ht : 0 ≤ t) :
    |(φ t - φ 0) - (ψ t - ψ 0)| ≤ 2 * Real.pi := by
  have hp : 0 < 2 * Real.pi := by positivity
  -- enclose `φ` between two copies of `ψ` that are one turn apart
  obtain ⟨m, h1, h2⟩ : ∃ m : ℤ, m * (2 * Real.pi) ≤ φ 0 - ψ 0 ∧
      φ 0 - ψ 0 < (m + 1) * (2 * Real.pi) :=
    ⟨⌊(φ 0 - ψ 0) / (2 * Real.pi)⌋, (le_div_iff₀ hp).1 (Int.floor_le _),
      (div_lt_iff₀ hp).1 (Int.lt_floor_add_one _)⟩
  have a : ψ t + m * (2 * Real.pi) ≤ φ t :=
    phase_order_preserved (hψ.add_turns m) hφ (by linarith) ht
  have b : φ t ≤ ψ t + ((m + 1 : ℤ) : ℝ) * (2 * Real.pi) :=
    phase_order_preserved hφ (hψ.add_turns (m + 1)) (by push_cast; linarith) ht
  push_cast at b
  rw [abs_le]
  constructor <;> linarith
```

## A drive that repeats with period T > 0

Periodicity, `Function.Periodic f T`, describes a steady microwave or alternating bias, possibly with a constant part. It allows a solution to be compared with its own later course.

Write G(n) = φ(nT) − φ(0) for the phase gained in n periods. Divide mn periods into m blocks of n. By the previous estimate, applied to φ and its time shifts, the gain of each block differs from G(n) by at most 2π. Adding the blocks gives

|G(mn) − m G(n)| ≤ 2πm.

This is `phase_gain_blocks`, proved by induction on m. Exchanging m and n gives a second estimate of the same G(mn), so

m G(n) − 2πm ≤ G(mn) ≤ n G(m) + 2πn.

For m, n > 0, division by mnT yields

(G(n) − 2π)/(nT) ≤ (G(m) + 2π)/(mT).

Every lower estimate of the rate thus lies below every upper estimate. Let v be the supremum of the lower ones. It lies between the two estimates for each n > 0, so

|G(n) − v nT| ≤ 2π,

and for n = 0 this is trivial.

For a general time write t = nT + s with 0 ≤ s < T. Then φ(t) − vt is the sum of four terms:

- [φ(t) − φ(nT)] − [φ(s) − φ(0)], at most 2π in size by comparison with the shifted solution;
- φ(s) − φ(0) − vs, at most some C in size, because φ is continuous on [0, T];
- φ(nT) − φ(0) − v nT, at most 2π in size;
- φ(0).

Hence |φ(t) − vt| ≤ 4π + C + |φ(0)| for all t ≥ 0, and dividing by t gives φ(t)/t → v. In `bounded_drift`, `key` is the comparison of the estimates, `sSup S` is v, and `isCompact_Icc` provides C. The division by t is `tendsto_of_bounded_drift`.

If the drive is not periodic, the limit may not exist. Take, for t ≥ 0,

φ(t) = t sin(ln(1 + t)),

f(t) = φ′(t) + sin φ(t).

This φ solves the equation by construction. The drive is continuous and bounded, since

φ′(t) = sin(ln(1 + t)) + (t/(1 + t)) cos(ln(1 + t)),

yet φ(t)/t = sin(ln(1 + t)) oscillates between −1 and 1 for ever. The same example shows why T = 0 must be excluded: every function has period 0, so the periodicity condition would then be empty. Excluding negative T costs nothing, since −T is then a positive period.

```lean
/-- The phase gained in `m` blocks of `n` drive periods is `m` times the gain of the first
block, up to an error of at most `2π` per block. -/
theorem phase_gain_blocks {f φ : ℝ → ℝ} {T : ℝ} (hφ : IsPhaseSolution f φ)
    (hf : Function.Periodic f T) (hT : 0 < T) (m n : ℕ) :
    |φ (m * (n * T)) - φ 0 - m * (φ (n * T) - φ 0)| ≤ m * (2 * Real.pi) := by
  induction m with
  | zero => simp
  | succ m ih =>
    have h := phase_gain_close (hφ.shift_periods hf hT (m * n)) hφ
      (t := n * T) (by positivity)
    have e1 : (n : ℝ) * T + ((m * n : ℕ) : ℝ) * T = ((m : ℝ) + 1) * (n * T) := by
      push_cast; ring
    have e2 : (0 : ℝ) + ((m * n : ℕ) : ℝ) * T = m * (n * T) := by push_cast; ring
    simp only [e1, e2] at h
    push_cast
    rw [abs_le] at h ih ⊢
    constructor <;> linarith [h.1, h.2, ih.1, ih.2]

/-- For each solution under a drive of period `T > 0` there is a rate `v` such that, for all `t ≥
0`, the phase follows `v t` up to a bounded error, and the gain over `n` whole periods follows it up
to `2π`. -/
theorem bounded_drift {f φ : ℝ → ℝ} {T : ℝ} (hφ : IsPhaseSolution f φ)
    (hf : Function.Periodic f T) (hT : 0 < T) :
    ∃ v K : ℝ, (∀ n : ℕ, |φ (n * T) - φ 0 - v * (n * T)| ≤ 2 * Real.pi) ∧
      ∀ t, 0 ≤ t → |φ t - v * t| ≤ K := by
  -- every lower estimate of the rate lies below every upper estimate
  have key : ∀ m n : ℕ, 0 < m → 0 < n → (φ (n * T) - φ 0 - 2 * Real.pi) / (n * T) ≤
      (φ (m * T) - φ 0 + 2 * Real.pi) / (m * T) := by
    intro m n hm hn
    have h1 := (abs_le.1 (phase_gain_blocks hφ hf hT m n)).1
    have h2 := (abs_le.1 (phase_gain_blocks hφ hf hT n m)).2
    rw [show (n : ℝ) * (m * T) = m * (n * T) by ring] at h2
    have h3 : (m : ℝ) * (φ (n * T) - φ 0 - 2 * Real.pi) ≤
        n * (φ (m * T) - φ 0 + 2 * Real.pi) := by linarith
    rw [div_le_div_iff₀ (by positivity) (by positivity)]
    linarith [mul_le_mul_of_nonneg_right h3 hT.le]
  let S : Set ℝ := {x | ∃ n : ℕ, 0 < n ∧ x = (φ (n * T) - φ 0 - 2 * Real.pi) / (n * T)}
  obtain ⟨v, hv⟩ : ∃ v : ℝ, ∀ n : ℕ, |φ (n * T) - φ 0 - v * (n * T)| ≤ 2 * Real.pi := by
    refine ⟨sSup S, fun n => ?_⟩
    rcases Nat.eq_zero_or_pos n with rfl | hn
    · simp [Real.pi_pos.le]
    have hnT : 0 < (n : ℝ) * T := by positivity
    have hbdd : BddAbove S := ⟨_, by rintro x ⟨k, hk, rfl⟩; exact key n k hn hk⟩
    have lo := (div_le_iff₀ hnT).1 (le_csSup hbdd ⟨n, hn, rfl⟩)
    have hi := (le_div_iff₀ hnT).1 (csSup_le (s := S) ⟨_, n, hn, rfl⟩
      (by rintro x ⟨k, hk, rfl⟩; exact key n k hn hk))
    rw [abs_le]
    constructor <;> linarith
  -- within one period the deviation is bounded by compactness
  have hc : ContinuousOn φ (Icc 0 T) :=
    fun s hs => (hφ s hs.1).continuousWithinAt.mono (fun x hx => hx.1)
  obtain ⟨C, hC⟩ := isCompact_Icc.exists_bound_of_continuousOn
    ((hc.sub continuousOn_const).sub (continuous_const.mul continuous_id).continuousOn :
      ContinuousOn (fun s => φ s - φ 0 - v * s) (Icc 0 T))
  refine ⟨v, 4 * Real.pi + C + |φ 0|, hv, fun t ht => ?_⟩
  obtain ⟨n, h1, h2⟩ : ∃ n : ℕ, n * T ≤ t ∧ t < (n + 1) * T :=
    ⟨⌊t / T⌋₊, (le_div_iff₀ hT).1 (Nat.floor_le (by positivity)),
      (div_lt_iff₀ hT).1 (Nat.lt_floor_add_one _)⟩
  have h := phase_gain_close (hφ.shift_periods hf hT n) hφ (t := t - n * T) (by linarith)
  simp only [sub_add_cancel, zero_add] at h
  have hs : ‖φ (t - n * T) - φ 0 - v * (t - n * T)‖ ≤ C :=
    hC (t - n * T) ⟨by linarith, by linarith⟩
  have hn := hv n
  rw [Real.norm_eq_abs] at hs
  rw [abs_le] at h hs hn ⊢
  constructor <;> linarith [h.1, h.2, hs.1, hs.2, hn.1, hn.2, le_abs_self (φ 0),
    neg_abs_le (φ 0)]

/-- A phase that stays within a bounded distance of `v t` has long-time average rate `v`. -/
theorem tendsto_of_bounded_drift {g : ℝ → ℝ} {v K : ℝ}
    (h : ∀ t, 0 ≤ t → |g t - v * t| ≤ K) : Tendsto (fun t => g t / t) atTop (𝓝 v) := by
  rw [tendsto_iff_norm_sub_tendsto_zero]
  refine squeeze_zero' (Eventually.of_forall fun _ => norm_nonneg _) ?_
    (tendsto_const_nhds.div_atTop tendsto_id : Tendsto (fun t : ℝ => K / t) atTop (𝓝 0))
  filter_upwards [eventually_gt_atTop 0] with t ht
  have e : g t / t - v = (g t - v * t) / t := by field_simp
  rw [e, Real.norm_eq_abs, abs_div, abs_of_pos ht]
  exact div_le_div_of_nonneg_right (h t ht.le) ht.le
```

## No continuity assumed, but a solution must be given

`mean_voltage_exists` says that for a drive f of period T > 0 there is a real number v such that every solution φ satisfies φ(t)/t → v and, for every natural number n,

|φ(nT) − φ(0) − v nT| ≤ 2π.

The number v is chosen before φ, so it does not depend on the initial phase. To see this by hand, take a second solution ψ. It satisfies

|ψ(t) − φ(t)| ≤ 2π + |ψ(0) − φ(0)|,

so it drifts at the same rate as φ. In the proof, `bounded_drift` gives ψ a rate w of its own, and uniqueness of limits yields w = v, which transfers the 2π bound to v.

Continuity of f is used nowhere; the continuity of φ follows from its differentiability. What a continuous drive would add is the existence of solutions, by the usual theory of differential equations. The theorem does not claim existence: if f admits no solution, the statement is vacuous, and the proof picks v = 0. An ideal square-wave current falls into this case, because a derivative prescribed at every instant cannot jump. Treating such a drive would require a weaker notion of solution.

For a simulation of this single, noise-free junction without capacitance, the bound means that the exact phase gain over n > 0 drive periods determines the mean voltage to within 2π/(nT), even if the initial transient is included. Discarding the transient can make the error smaller. Errors of the numerical integration come on top. The theorem does not say how v depends on the drive, so it does not establish voltage plateaus.

```lean
/-- Existence of the mean voltage: for a drive of period `T > 0` there is one number `v` such
that every solution has `φ(t)/t → v`, and its gain over `n` periods is `v n T` up to `2π`. -/
theorem mean_voltage_exists {f : ℝ → ℝ} {T : ℝ} (hf : Function.Periodic f T) (hT : 0 < T) :
    ∃ v : ℝ, ∀ φ : ℝ → ℝ, IsPhaseSolution f φ →
      Tendsto (fun t => φ t / t) atTop (𝓝 v) ∧
      ∀ n : ℕ, |φ (n * T) - φ 0 - v * (n * T)| ≤ 2 * Real.pi := by
  by_cases hex : ∃ φ, IsPhaseSolution f φ
  · obtain ⟨φ, hφ⟩ := hex
    obtain ⟨v, K, -, hK⟩ := bounded_drift hφ hf hT
    refine ⟨v, fun ψ hψ => ?_⟩
    obtain ⟨w, K', hw, hK'⟩ := bounded_drift hψ hf hT
    -- `ψ` stays close to `φ`, so it drifts at the same rate
    have hlim : Tendsto (fun t => ψ t / t) atTop (𝓝 v) := by
      refine tendsto_of_bounded_drift (K := K + 2 * Real.pi + |ψ 0 - φ 0|) fun t ht => ?_
      have h1 := abs_le.1 (hK t ht)
      have h2 := abs_le.1 (phase_gain_close hψ hφ ht)
      rw [abs_le]
      constructor <;> linarith [h1.1, h1.2, h2.1, h2.2, le_abs_self (ψ 0 - φ 0),
        neg_abs_le (ψ 0 - φ 0)]
    have hwv : w = v := tendsto_nhds_unique (tendsto_of_bounded_drift hK') hlim
    exact ⟨hlim, hwv ▸ hw⟩
  · exact ⟨0, fun φ hφ => (hex ⟨φ, hφ⟩).elim⟩
```

## A positive frequency in a solvable case

For the drive f(t) = ω + sin(ωt), the phase φ(t) = ωt is a solution, since

f(t) − sin(ωt) = ω = φ′(t).

`uniform_phase_witness` records this for every real ω. Its mean rate is ω, so the common value v must be ω, and every other solution has the same mean voltage.

The hypothesis ω > 0 in `mean_voltage_of_harmonic_drive` makes 2π/ω a positive period, as the general theorem requires. It is a convenience here: for ω < 0 the period 2π/|ω| serves equally well, and for ω = 0 the drive vanishes and any positive T is a period.

```lean
/-- The uniformly advancing phase `ω t` solves the junction equation with drive
`ω + sin (ω t)`. -/
theorem uniform_phase_witness (ω : ℝ) :
    IsPhaseSolution (fun t => ω + Real.sin (ω * t)) (fun t => ω * t) := by
  intro t _
  refine (((hasDerivAt_id' t).const_mul ω).hasDerivWithinAt).congr_deriv ?_
  ring

/-- With drive `ω + sin (ω t)`, `ω > 0`, every solution has mean voltage `ω`, whatever its
initial phase. -/
theorem mean_voltage_of_harmonic_drive {ω : ℝ} (hω : 0 < ω) {φ : ℝ → ℝ}
    (hφ : IsPhaseSolution (fun t => ω + Real.sin (ω * t)) φ) :
    Tendsto (fun t => φ t / t) atTop (𝓝 ω) := by
  have hper : Function.Periodic (fun t => ω + Real.sin (ω * t)) (2 * Real.pi / ω) := by
    intro t
    have e : ω * (t + 2 * Real.pi / ω) = ω * t + 2 * Real.pi := by field_simp
    simp only [e, Real.sin_add_two_pi]
  obtain ⟨v, hv⟩ := mean_voltage_exists hper (by positivity)
  have h1 : Tendsto (fun t : ℝ => ω * t / t) atTop (𝓝 ω) :=
    tendsto_of_bounded_drift (g := fun t => ω * t) (K := 0) (fun t _ => by simp)
  have h2 : v = ω := tendsto_nhds_unique (hv _ (uniform_phase_witness ω)).1 h1
  exact h2 ▸ (hv φ hφ).1

end JosephsonMeanVoltage
```

```lean
#print axioms JosephsonMeanVoltage.mean_voltage_of_harmonic_drive
-- 'JosephsonMeanVoltage.mean_voltage_of_harmonic_drive' depends on axioms: [propext, Classical.choice, Quot.sound]
```
